# The Rasch–Yu index numbers ordered 5-tuples of naturals without gaps

The Rasch–Yu index is a bijection from the natural 5-tuples with \(L\ge X\ge T\ge B\ge S\) onto \(\mathbb N\), and the tuples with \(L\le N\) fill an initial block of indices. Permuting rows and columns, and transposing if necessary, turns every Regge square into the 3×3 array of such a tuple, though for some squares more than one tuple can be reached.

For a Wigner 3j symbol with angular momenta \(j_i\) and projections \(m_i\) that satisfy the selection rules, the three rows of the Regge square hold \(J-2j_i\), \(j_i-m_i\) and \(j_i+m_i\) for \(i=1,2,3\), with \(J=j_1+j_2+j_3\). Row permutations, column permutations and transposition change the symbol by at most a sign. The index can therefore address a table of 3j symbols, but the theorems treat only the integer arrays, not the symbols' values or signs.

In Lean 4 with Mathlib:

```lean
import Mathlib

open Matrix

namespace RaschYuIndex
```

The type `ReggeTuple` carries the four inequalities as fields, so each of its elements is canonical.

```lean
/-- Five naturals in the canonical order L ≥ X ≥ T ≥ B ≥ S. -/
@[ext]
structure ReggeTuple where
  L : ℕ
  X : ℕ
  T : ℕ
  B : ℕ
  S : ℕ
  hXL : X ≤ L := by decide
  hTX : T ≤ X := by decide
  hBT : B ≤ T := by decide
  hSB : S ≤ B := by decide
```

The index counts from zero:
\[
I=\binom{L+4}{5}+\binom{X+3}{4}+\binom{T+2}{3}+\binom{B+1}{2}+S .
\]

```lean
/-- The Rasch-Yu storage index of a canonical tuple, counted from zero. -/
def ReggeTuple.index (t : ReggeTuple) : ℕ :=
  (t.L + 4).choose 5 + (t.X + 3).choose 4 + (t.T + 2).choose 3 + (t.B + 1).choose 2 + t.S
```

Each tuple has a 3×3 array. Since \(T\le X\le L\), its natural-number subtractions are ordinary ones.

```lean
/-- The 3×3 array of naturals belonging to a canonical tuple. -/
def ReggeTuple.square (t : ReggeTuple) : Matrix (Fin 3) (Fin 3) ℕ :=
  !![t.S, t.L, t.X + t.B - t.T;
     t.X, t.B, t.S + t.L - t.T;
     t.L + t.B - t.T, t.S + t.X - t.T, t.T]
```

`IsReggeSquare M J` says that all rows and columns of \(M\) sum to \(J\). Below, \(M_{ij}\) has \(i,j\in\{0,1,2\}\).

```lean
/-- A Regge square: a 3×3 array of naturals whose rows and columns all sum to J. -/
def IsReggeSquare (M : Matrix (Fin 3) (Fin 3) ℕ) (J : ℕ) : Prop :=
  (∀ i, ∑ j, M i j = J) ∧ (∀ j, ∑ i, M i j = J)
```

### (a) Layers cover the naturals

Show that for all \(k,n\) there are \(a,r\) with
\[
n=\binom{a+k}{k+1}+r,\qquad r<\binom{a+k}{k}.
\]

Use induction on \(n\). For \(n=0\) take \(a=r=0\). For the step, raise \(r\) by one if it still fits. Otherwise \(r+1=\binom{a+k}{k}\), and Pascal's rule gives \(n+1=\binom{a+k+1}{k+1}\), the start of layer \(a+1\).

```lean
/-- Every natural number lies in a binomial layer: it is C(a+k,k+1) plus a remainder
smaller than C(a+k,k). -/
theorem layer_exists (k n : ℕ) :
    ∃ a r, n = (a + k).choose (k + 1) + r ∧ r < (a + k).choose k := by
  induction n with
  | zero => exact ⟨0, 0, by simp, by simp⟩
  | succ n ih =>
    obtain ⟨a, r, hn, hr⟩ := ih
    by_cases h : r + 1 < (a + k).choose k
    · exact ⟨a, r + 1, by omega, h⟩
    · -- the layer is full, so the next number opens a new one
      refine ⟨a + 1, 0, ?_, Nat.choose_pos (by omega)⟩
      have e : a + 1 + k = a + k + 1 := by omega
      rw [e, Nat.choose_succ_succ']
      omega
```

### (b) Comparing layer labels

Show that \(\binom{a+k}{k+1}<\binom{b+k+1}{k+1}\) implies \(a\le b\).

If \(a\ge b+1\), then \(a+k\ge b+k+1\), and monotonicity of binomials contradicts the assumption.

```lean
/-- A layer that starts below the end of layer b has a label at most b. -/
theorem layer_le {k a b : ℕ}
    (h : (a + k).choose (k + 1) < (b + k + 1).choose (k + 1)) : a ≤ b := by
  by_contra hab
  have := Nat.choose_le_choose (k + 1) (show b + k + 1 ≤ a + k by omega)
  omega
```

### (c) The end of a layer

For \(a\le b\) and \(r<\binom{a+k}{k}\), show that
\[
\binom{a+k}{k+1}+r<\binom{b+k+1}{k+1}.
\]

By Pascal's rule the left side is below \(\binom{a+k+1}{k+1}\), which is at most the right side.

```lean
/-- A number in layer a lies below the end of every layer b with a ≤ b. -/
theorem layer_bound {k a b r : ℕ} (hab : a ≤ b) (hr : r < (a + k).choose k) :
    (a + k).choose (k + 1) + r < (b + k + 1).choose (k + 1) := by
  have h1 := Nat.choose_le_choose (k + 1) (show a + k + 1 ≤ b + k + 1 by omega)
  have h2 := Nat.choose_succ_succ' (a + k) k
  omega
```

### (d) The splitting is unique

Show that if \((a,r)\) and \((b,s)\) both split \(n\) as in (a), then \(a=b\) and \(r=s\).

By (c), \(n\) lies below the end of both layers. Each layer thus starts below the end of the other, so (b) gives \(a\le b\) and \(b\le a\). Cancel the binomials.

```lean
private theorem layer_unique {k a b r s : ℕ} (hr : r < (a + k).choose k)
    (hs : s < (b + k).choose k)
    (h : (a + k).choose (k + 1) + r = (b + k).choose (k + 1) + s) : a = b ∧ r = s := by
  have h1 := layer_bound (le_refl a) hr
  have h2 := layer_bound (le_refl b) hs
  have hab : a = b :=
    le_antisymm (layer_le (k := k) (by omega)) (layer_le (k := k) (by omega))
  subst hab
  exact ⟨rfl, by omega⟩
```

### (e) Remainders of a canonical tuple fit

Show that in the index, the terms after each binomial form an admissible remainder; for the outermost,
\[
\binom{X+3}{4}+\binom{T+2}{3}+\binom{B+1}{2}+S<\binom{L+4}{4}.
\]

Start from \(S<B+1=\binom{B+1}{1}\). Apply (c) with \(k=1,2,3\), using \(B\le T\), \(T\le X\) and \(X\le L\) in turn.

```lean
private theorem tail_bounds (t : ReggeTuple) :
    t.S < (t.B + 1).choose 1 ∧
    (t.B + 1).choose 2 + t.S < (t.T + 2).choose 2 ∧
    (t.T + 2).choose 3 + ((t.B + 1).choose 2 + t.S) < (t.X + 3).choose 3 ∧
    (t.X + 3).choose 4 + ((t.T + 2).choose 3 + ((t.B + 1).choose 2 + t.S))
      < (t.L + 4).choose 4 := by
  have h1 : t.S < (t.B + 1).choose 1 := by
    rw [Nat.choose_one_right]
    exact Nat.lt_succ_of_le t.hSB
  have h2 := layer_bound (k := 1) t.hBT h1
  have h3 := layer_bound (k := 2) t.hTX h2
  exact ⟨h1, h2, h3, layer_bound (k := 3) t.hXL h3⟩
```

### (f) Bijectivity

Show that \(t\mapsto I(t)\) is injective and surjective.

If two indices agree, (e) and (d) with \(k=4,3,2,1\) give equal \(L,X,T,B\), and finally equal \(S\). Conversely, split \(n\) by (a) with \(k=4\), then split the remainders with \(k=3,2,1\). Since \(\binom{X+3}{4}\le r<\binom{L+4}{4}\), (b) gives \(X\le L\); likewise \(T\le X\) and \(B\le T\). The last bound is \(S<B+1\).

```lean
/-- The Rasch-Yu index is a bijection from canonical tuples onto the natural numbers. -/
theorem index_bijective : Function.Bijective ReggeTuple.index := by
  constructor
  · intro t u h
    obtain ⟨t1, t2, t3, t4⟩ := tail_bounds t
    obtain ⟨u1, u2, u3, u4⟩ := tail_bounds u
    -- peel off the layers from the outside in
    obtain ⟨hL, h⟩ := layer_unique (k := 4) t4 u4
      (by simpa only [ReggeTuple.index, add_assoc] using h)
    obtain ⟨hX, h⟩ := layer_unique (k := 3) t3 u3 h
    obtain ⟨hT, h⟩ := layer_unique (k := 2) t2 u2 h
    obtain ⟨hB, hS⟩ := layer_unique (k := 1) t1 u1 h
    exact ReggeTuple.ext hL hX hT hB hS
  · intro n
    obtain ⟨L, r, hn, hr⟩ := layer_exists 4 n
    obtain ⟨X, q, hr', hq⟩ := layer_exists 3 r
    obtain ⟨T, p, hq', hp⟩ := layer_exists 2 q
    obtain ⟨B, S, hp', hS⟩ := layer_exists 1 p
    -- each remainder bound is one of the order relations
    have hXL : X ≤ L := layer_le (k := 3) (lt_of_le_of_lt (by omega) hr)
    have hTX : T ≤ X := layer_le (k := 2) (lt_of_le_of_lt (by omega) hq)
    have hBT : B ≤ T := layer_le (k := 1) (lt_of_le_of_lt (by omega) hp)
    rw [Nat.choose_one_right] at hS
    refine ⟨⟨L, X, T, B, S, hXL, hTX, hBT, by omega⟩, ?_⟩
    rw [hn, hr', hq', hp']
    simp only [ReggeTuple.index, add_assoc, Nat.reduceAdd]
```

### (g) The cutoff

Show that the tuples with \(L\le N\) correspond one to one to the indices below \(\binom{N+5}{5}\).

It suffices that \(I<\binom{N+5}{5}\iff L\le N\), the statement `key`. Forwards, \(\binom{L+4}{5}\le I\) and (b) apply; backwards, (e) and (c). Then use (f). `Set.BijOn` states the correspondence, with `Set.Iio` the set of smaller indices.

```lean
/-- The canonical tuples with L ≤ N fill exactly the indices below C(N+5,5), each once. -/
theorem index_gap_free (N : ℕ) :
    Set.BijOn ReggeTuple.index {t | t.L ≤ N} (Set.Iio ((N + 5).choose 5)) := by
  have key : ∀ t : ReggeTuple, t.index < (N + 5).choose 5 ↔ t.L ≤ N := by
    intro t
    constructor
    · intro h
      refine layer_le (k := 4) (lt_of_le_of_lt ?_ h)
      simp only [ReggeTuple.index, add_assoc]
      exact Nat.le_add_right _ _
    · intro h
      have := layer_bound (k := 4) h (tail_bounds t).2.2.2
      simpa only [ReggeTuple.index, add_assoc] using this
  refine ⟨fun t ht => (key t).2 ht, index_bijective.1.injOn, fun n hn => ?_⟩
  obtain ⟨t, rfl⟩ := index_bijective.2 n
  exact ⟨t, (key t).1 hn, rfl⟩
```

### (h) The array is a Regge square

Show that all its line sums equal \(J=L+X+B+S-T\).

The first row gives \(S+L+(X+B-T)=J\). The other five lines are equally direct; `omega` does this arithmetic.

```lean
/-- The array of a canonical tuple is a Regge square with line sum L + X + B + S - T. -/
theorem square_isRegge (t : ReggeTuple) :
    IsReggeSquare t.square (t.L + t.X + t.B + t.S - t.T) := by
  obtain ⟨L, X, T, B, S, h1, h2, h3, h4⟩ := t
  constructor <;> intro i <;> fin_cases i <;>
    simp [ReggeTuple.square, Fin.sum_univ_three] <;> omega
```

### (i) Permutations preserve line sums

Show that \(M'_{ij}=M_{\sigma(i)\tau(j)}\) has the same line sum \(J\).

Each new line is an old line with its entries reordered.

```lean
private theorem regge_perm {M : Matrix (Fin 3) (Fin 3) ℕ} {J : ℕ} (hM : IsReggeSquare M J)
    (σ τ : Equiv.Perm (Fin 3)) : IsReggeSquare (M.submatrix σ τ) J :=
  ⟨fun i => (Equiv.sum_comp τ (fun j => M (σ i) j)).trans (hM.1 _),
   fun j => (Equiv.sum_comp σ (fun i => M i (τ j))).trans (hM.2 _)⟩
```

### (j) Four inequalities suffice

Let \(M\) be a Regge square with \(M_{00}\le M_{11}\), \(M_{00}\le M_{21}\), \(M_{10}\le M_{01}\) and \(M_{11}\le M_{22}\). Show that it is the square of
\[
(L,X,T,B,S)=(M_{01},M_{10},M_{22},M_{11},M_{00}).
\]

Only \(T\le X\) is not immediate. Equating column 0 with row 2 gives \(M_{10}-M_{22}=M_{21}-M_{00}\ge0\). The line sums fix the other entries, for example \(M_{02}=M_{10}+M_{11}-M_{22}\).

```lean
private theorem square_of_ordered {M : Matrix (Fin 3) (Fin 3) ℕ} {J : ℕ}
    (hM : IsReggeSquare M J) (h1 : M 0 0 ≤ M 1 1) (h2 : M 0 0 ≤ M 2 1)
    (h3 : M 1 0 ≤ M 0 1) (h4 : M 1 1 ≤ M 2 2) : ∃ t : ReggeTuple, t.square = M := by
  obtain ⟨r, c⟩ := hM
  simp only [Fin.sum_univ_three] at r c
  have r0 := r 0
  have r1 := r 1
  have r2 := r 2
  have c0 := c 0
  have c1 := c 1
  have c2 := c 2
  refine ⟨⟨M 0 1, M 1 0, M 2 2, M 1 1, M 0 0, h3, by omega, h4, h1⟩, ?_⟩
  ext i j
  fin_cases i <;> fin_cases j <;> simp [ReggeTuple.square] <;> omega
```

### (k) Reduction from a minimal corner

Let \(M_{00}\) be a smallest entry, and let \(M_{01}\) or \(M_{02}\) be at least both \(M_{10}\) and \(M_{20}\). Show that some \(\sigma,\tau\) make \(M_{\sigma(i)\tau(j)}\) the square of a canonical tuple.

If \(M_{01}\) is the large entry, exchange the last two rows. The inequality still needed for (j) is \(M_{21}\le M_{12}\), which follows from \(M_{12}-M_{21}=M_{01}-M_{10}\ge0\). If it is \(M_{02}\), exchange the last two columns and use \(M_{21}-M_{12}=M_{02}-M_{20}\ge0\). The code splits each case once more with `le_total` and also uses other arrangements.

```lean
private theorem reduce_corner {M : Matrix (Fin 3) (Fin 3) ℕ} {J : ℕ}
    (hM : IsReggeSquare M J) (h0 : ∀ i j, M 0 0 ≤ M i j)
    (h : (M 1 0 ≤ M 0 1 ∧ M 2 0 ≤ M 0 1) ∨ (M 1 0 ≤ M 0 2 ∧ M 2 0 ≤ M 0 2)) :
    ∃ (t : ReggeTuple) (σ τ : Equiv.Perm (Fin 3)), t.square = M.submatrix σ τ := by
  obtain ⟨s, s0, s1, s2⟩ : ∃ s : Equiv.Perm (Fin 3), s 0 = 0 ∧ s 1 = 2 ∧ s 2 = 1 :=
    ⟨Equiv.swap 1 2, by decide⟩
  have r := hM.1
  have c := hM.2
  simp only [Fin.sum_univ_three] at r c
  have r0 := r 0
  have r1 := r 1
  have r2 := r 2
  have c0 := c 0
  have c1 := c 1
  have c2 := c 2
  have m11 := h0 1 1
  have m12 := h0 1 2
  have m21 := h0 2 1
  have m22 := h0 2 2
  -- it suffices to find an arrangement with the four ordering relations
  have build : ∀ σ τ : Equiv.Perm (Fin 3), M (σ 0) (τ 0) ≤ M (σ 1) (τ 1) →
      M (σ 0) (τ 0) ≤ M (σ 2) (τ 1) → M (σ 1) (τ 0) ≤ M (σ 0) (τ 1) →
      M (σ 1) (τ 1) ≤ M (σ 2) (τ 2) →
      ∃ (t : ReggeTuple) (σ τ : Equiv.Perm (Fin 3)), t.square = M.submatrix σ τ := by
    intro σ τ a b d e
    obtain ⟨t, ht⟩ := square_of_ordered (regge_perm hM σ τ) a b d e
    exact ⟨t, σ, τ, ht⟩
  rcases h with ⟨ha, hb⟩ | ⟨ha, hb⟩
  · rcases le_total (M 1 1) (M 2 2) with hd | hd
    · exact build (Equiv.refl _) (Equiv.refl _) m11 m21 ha hd
    · apply build s (Equiv.refl _) <;> simp only [s0, s1, s2, Equiv.refl_apply] <;> omega
  · rcases le_total (M 1 2) (M 2 1) with hd | hd
    · apply build (Equiv.refl _) s <;> simp only [s0, s1, s2, Equiv.refl_apply] <;> omega
    · apply build s s <;> simp only [s0, s1, s2] <;> omega
```

### (l) Every Regge square has an address

Show that for every Regge square \(M\), some row and column permutation of \(M\) or \(M^{\mathsf T}\) is the square of a canonical tuple.

Move a smallest entry to the corner. The largest of the other four entries in row 0 and column 0 lies in that row or that column; in the second case transpose. Apply (k) and compose the permutations.

```lean
/-- Every Regge square becomes the square of a canonical tuple after permuting rows and
columns, with a transposition if necessary. -/
theorem exists_canonical {M : Matrix (Fin 3) (Fin 3) ℕ} {J : ℕ} (hM : IsReggeSquare M J) :
    ∃ (t : ReggeTuple) (σ τ : Equiv.Perm (Fin 3)),
      t.square = M.submatrix σ τ ∨ t.square = Mᵀ.submatrix σ τ := by
  -- move a smallest entry to the upper left corner
  obtain ⟨p, hp⟩ := Finite.exists_min (fun p : Fin 3 × Fin 3 => M p.1 p.2)
  let a : Equiv.Perm (Fin 3) := Equiv.swap 0 p.1
  let b : Equiv.Perm (Fin 3) := Equiv.swap 0 p.2
  have hN := regge_perm hM a b
  have h0 : ∀ i j, (M.submatrix a b) 0 0 ≤ (M.submatrix a b) i j := by
    intro i j
    have ha : a 0 = p.1 := Equiv.swap_apply_left _ _
    have hb : b 0 = p.2 := Equiv.swap_apply_left _ _
    simp only [Matrix.submatrix_apply, ha, hb]
    exact hp (a i, b j)
  generalize hNdef : M.submatrix a b = N at hN h0
  -- the largest edge entry lies in the first row or in the first column
  have h : ((N 1 0 ≤ N 0 1 ∧ N 2 0 ≤ N 0 1) ∨ (N 1 0 ≤ N 0 2 ∧ N 2 0 ≤ N 0 2)) ∨
      ((N 0 1 ≤ N 1 0 ∧ N 0 2 ≤ N 1 0) ∨ (N 0 1 ≤ N 2 0 ∧ N 0 2 ≤ N 2 0)) := by omega
  rcases h with h | h
  · obtain ⟨t, σ, τ, ht⟩ := reduce_corner hN h0 h
    subst hNdef
    exact ⟨t, σ.trans a, τ.trans b, Or.inl ht⟩
  · obtain ⟨t, σ, τ, ht⟩ := reduce_corner (M := Nᵀ) ⟨hN.2, hN.1⟩ (fun i j => h0 j i) h
    subst hNdef
    exact ⟨t, σ.trans b, τ.trans a, Or.inr ht⟩
```

### (m) An address need not be unique

Show that \((3,1,1,0,0)\) and \((3,2,2,0,0)\) have squares related by a row exchange, but different indices.

The squares are
\[
\begin{pmatrix}0&3&0\\1&0&2\\2&0&1\end{pmatrix},\qquad
\begin{pmatrix}0&3&0\\2&0&1\\1&0&2\end{pmatrix},
\]
with indices \(21+1+1=23\) and \(21+5+4=30\). The bijection thus concerns tuples, not symmetry classes, and a table filled by index can hold the same coefficient twice, up to sign.

```lean
/-- The squares of the canonical tuples (3,1,1,0,0) and (3,2,2,0,0) differ by an exchange
of two rows, yet their indices are different. -/
theorem symmetric_squares_two_indices :
    let t : ReggeTuple := { L := 3, X := 1, T := 1, B := 0, S := 0 }
    let u : ReggeTuple := { L := 3, X := 2, T := 2, B := 0, S := 0 }
    u.square = t.square.submatrix (Equiv.swap 1 2) id ∧ t.index ≠ u.index := by
  intro t u
  constructor
  · ext i j
    fin_cases i <;> fin_cases j <;> rfl
  · decide

end RaschYuIndex
```

```lean
#print axioms RaschYuIndex.index_bijective
#print axioms RaschYuIndex.index_gap_free
#print axioms RaschYuIndex.exists_canonical
#print axioms RaschYuIndex.symmetric_squares_two_indices
```

```
'RaschYuIndex.index_bijective' depends on axioms: [propext, Classical.choice, Quot.sound]
'RaschYuIndex.index_gap_free' depends on axioms: [propext, Classical.choice, Quot.sound]
'RaschYuIndex.exists_canonical' depends on axioms: [propext, Classical.choice, Quot.sound]
'RaschYuIndex.symmetric_squares_two_indices' depends on axioms: [propext, Classical.choice, Quot.sound]
```
